# An invertible Hermitian matrix with particle-hole symmetry has size $2n$, $n$ positive and $n$ negative levels, and $(-1)^n\det H>0$

**Q:** Suppose a program diagonalises a Bogoliubov-de Gennes (BdG) matrix, sorts the levels and labels the lower half as the negative ones. For the Hermitian matrix $\mathrm{diag}(1,2)$ that labelling is wrong: the matrix is invertible, but both levels are positive. What protects a BdG matrix from this?

**A:** Particle-hole symmetry together with invertibility. Let $H$ be a Hermitian $N\times N$ matrix, write $\bar H$ for its entrywise complex conjugate, and suppose that some unitary $U$ satisfies
$$HU=-U\bar H .$$
If $\det H\neq 0$, then $N=2n$, exactly $n$ levels are positive and $n$ are negative, counted with multiplicity, and $(-1)^n\det H>0$. For a finite BdG matrix that satisfies this relation and has no zero modes, the lower half of the sorted list is therefore exactly the negative half. Your $\mathrm{diag}(1,2)$ admits no such $U$.

**Q:** Where does the condition on $U$ come from physically?

**A:** From the doubling of degrees of freedom in the Nambu description. With a normal-state matrix $h=h^\dagger$ and an antisymmetric pairing matrix $D$, the BdG matrix is
$$H=\begin{pmatrix}h&D\\-\bar D&-\bar h\end{pmatrix},$$
and the $U$ that exchanges the particle and hole blocks satisfies the relation. The theorem takes the relation as a hypothesis and does not derive it from a field operator.

**Q:** I know the argument that if $H\psi=E\psi$, then $U\bar\psi$ has energy $-E$. How do you keep track of degeneracies?

**A:** With determinants, which count them automatically. Since $H$ is Hermitian, $\bar H=H^T$. For any complex number $z$,
$$(z-H)U=zU+U\bar H=U(z+H^T)=U(z+H)^T .$$
Taking determinants gives
$$\det(z-H)\det U=\det U\,\det(z+H).$$
A unitary matrix has $\det U\neq0$, so $\det(z-H)=\det(z+H)$.

Now let $E_i$ be the levels of $H$, each repeated according to its multiplicity. The left side is $\prod_i(z-E_i)$. The right side is
$$\det(z+H)=(-1)^N\det(-z-H)=(-1)^N\prod_i(-z-E_i)=\prod_i(z+E_i).$$
These are two monic polynomials in $z$ that agree everywhere, so they have the same roots with the same multiplicities. The list of the $E_i$ is thus the list of the $-E_i$, up to order.

**Q:** And the counting?

**A:** Let $N_+$ and $N_-$ be the numbers of positive and negative levels. The number of positive entries in the list of the $-E_i$ is $N_-$, so $N_+=N_-$. This holds even if there are zero modes. If $\det H=\prod_iE_i$ is nonzero, no level vanishes, hence $N=N_++N_-=2N_-$. Put $n=N_-$. The product contains $n$ negative factors, so
$$(-1)^n\det H=\prod_i|E_i|>0 .$$

**Q:** That convinces me about the mathematics. I am less sure that the Lean version talks about the same objects. What is its Hilbert space?

**A:** It is given by a finite index type `ι`, which can label sites, orbitals, spins and Nambu components together. Matrices are of type `Matrix ι ι ℂ`, and $N$ is `Fintype.card ι`. The empty index type is allowed: then $n=0$, the determinant is $1$, and the statement still holds.

```lean
import Mathlib

open Matrix
open scoped Finset ComplexOrder

namespace BdGSpectralBalance

noncomputable section

variable {ι : Type*} [Fintype ι] [DecidableEq ι]
```

**Q:** And the symmetry?

**A:** It is the matrix relation above. On complex numbers `star` is conjugation, so `H.map star` is $\bar H$, conjugated entry by entry and not transposed.

```lean
/-- The particle-hole relation between two square complex matrices `H` and `U`: `H U = -U conj(H)`,
where `conj` is entrywise complex conjugation. -/
def IsParticleHole (H U : Matrix ι ι ℂ) : Prop :=
  H * U = -(U * H.map star)
```

**Q:** In the symmetry classification, the antiunitary operator $C=UK$, with $K$ complex conjugation, also has a definite square, $+1$ or $-1$. I don't see that here.

**A:** It isn't assumed. The square is $C^2=U\bar U$, and the derivation never used it, so the theorem covers both signs. It consequently does not distinguish the classes that differ in this sign.

**Q:** Can I apply it to a Bloch Hamiltonian at one momentum?

**A:** Only if that block satisfies the relation by itself. Particle-hole symmetry usually connects $H(k)$ with $H(-k)$, so a generic block need not qualify, while the matrix of the whole finite lattice does. Infinite systems, continuous spectra and interactions beyond mean field are not covered.

**Q:** Then show me the first step in code.

**A:** The theorem `secular_det_symm` states $\det(z-H)=\det(z+H)$ for every complex $z$. Its intermediate results follow the calculation by hand: `hdet` obtains $\det U\neq0$ from $UU^\dagger=1$, `hT` is $\bar H=H^T$, and `key` is the identity for $(z-H)U$. The last lines take determinants and cancel $\det U$.

```lean
/-- The secular determinant of a particle-hole symmetric Hamiltonian satisfies
`det (z - H) = det (z + H)` at every complex energy `z`. -/
theorem secular_det_symm {H U : Matrix ι ι ℂ} (hH : H.IsHermitian)
    (hU : U ∈ Matrix.unitaryGroup ι ℂ) (h : IsParticleHole H U) (z : ℂ) :
    (z • (1 : Matrix ι ι ℂ) - H).det = (z • (1 : Matrix ι ι ℂ) + H).det := by
  have hdet : U.det ≠ 0 := by
    intro h0
    have h1 := congrArg Matrix.det (Matrix.mem_unitaryGroup_iff.mp hU)
    rw [Matrix.det_mul, h0, zero_mul, Matrix.det_one] at h1
    exact zero_ne_one h1
  -- for a Hermitian matrix, conjugation is transposition
  have hT : H.map star = Hᵀ := by
    ext i j
    exact hH.apply j i
  have h' : H * U = -(U * H.map star) := h
  have key : (z • (1 : Matrix ι ι ℂ) - H) * U
      = U * (z • (1 : Matrix ι ι ℂ) + H)ᵀ := by
    rw [Matrix.transpose_add, Matrix.transpose_smul, Matrix.transpose_one, ← hT,
      sub_mul, mul_add, h', smul_mul_assoc, one_mul, mul_smul_comm, mul_one,
      sub_neg_eq_add]
  have d := congrArg Matrix.det key
  rw [Matrix.det_mul, Matrix.det_mul, Matrix.det_transpose, mul_comm] at d
  exact mul_left_cancel₀ hdet d
```

**Q:** What does Lean mean by the levels? I would want real numbers with repetitions.

**A:** That is what `hH.eigenvalues` provides. Here `hH` is the proof that $H$ is Hermitian, and the result is a family of real numbers indexed by `ι`, with each level repeated according to its multiplicity. The index $i$ merely numbers the levels; level $i$ is not attached to site $i$. The next theorem links this family to the determinant by evaluating the factored characteristic polynomial at $z$.

```lean
/-- The secular determinant of a Hermitian matrix is the product of `z - E` over
its energy levels `E`, counted with multiplicity. -/
theorem secular_det_eq_prod {H : Matrix ι ι ℂ} (hH : H.IsHermitian) (z : ℂ) :
    (z • (1 : Matrix ι ι ℂ) - H).det = ∏ i, (z - (hH.eigenvalues i : ℂ)) := by
  have e := congrArg (Polynomial.eval z) hH.charpoly_eq
  rw [Matrix.eval_charpoly, Polynomial.eval_prod] at e
  simp only [Polynomial.eval_sub, Polynomial.eval_X, Polynomial.eval_C] at e
  rw [Matrix.smul_one_eq_diagonal]
  exact e
```

**Q:** How is "the same list up to order" expressed?

**A:** As an equality of multisets, which remember repetitions but not order. In `spectrum_symm`, `Finset.univ.val.map hH.eigenvalues` is the multiset of the $E_i$, and the other side is the multiset of the $-E_i$.

The auxiliary statement `r` says that a real family is recovered as the roots of $\prod_i(X-f_i)$. This reduces the claim to an equality of two real polynomials, and `Polynomial.funext` reduces that to equality at every real $z$. The step `hplus` is the factorisation of $\det(z+H)$, including the cancellation of the two factors $(-1)^N$. The determinant identity then finishes the argument, after a cast from complex back to real numbers.

```lean
/-- The spectrum of a particle-hole symmetric Hamiltonian, as a list of levels with
multiplicity, is unchanged under `E → -E`. -/
theorem spectrum_symm {H U : Matrix ι ι ℂ} (hH : H.IsHermitian)
    (hU : U ∈ Matrix.unitaryGroup ι ℂ) (h : IsParticleHole H U) :
    Finset.univ.val.map hH.eigenvalues
      = Finset.univ.val.map (fun i => -hH.eigenvalues i) := by
  -- a family of real numbers is recovered as the roots of its monic polynomial
  have r : ∀ f : ι → ℝ, (∏ i, (Polynomial.X - Polynomial.C (f i))).roots
      = Finset.univ.val.map f := by
    intro f
    have h1 := Polynomial.roots_multiset_prod_X_sub_C (Finset.univ.val.map f)
    rw [Multiset.map_map] at h1
    exact h1
  rw [← r, ← r]
  congr 1
  apply Polynomial.funext
  intro z
  simp only [Polynomial.eval_prod, Polynomial.eval_sub, Polynomial.eval_X,
    Polynomial.eval_C, sub_neg_eq_add]
  have hplus : ((z : ℂ) • (1 : Matrix ι ι ℂ) + H).det
      = ∏ i, ((z : ℂ) + (hH.eigenvalues i : ℂ)) := by
    have e1 : (z : ℂ) • (1 : Matrix ι ι ℂ) + H
        = -((-(z : ℂ)) • (1 : Matrix ι ι ℂ) - H) := by module
    rw [e1, Matrix.det_neg, secular_det_eq_prod hH, ← Finset.card_univ,
      ← Finset.prod_const, ← Finset.prod_mul_distrib]
    exact Finset.prod_congr rfl (fun i _ => by ring)
  have e := secular_det_symm hH hU h (z : ℂ)
  rw [secular_det_eq_prod hH, hplus] at e
  exact_mod_cast e
```

**Q:** So a degenerate level at $E$ has an equally degenerate partner at $-E$.

**A:** Yes, and the level $E=0$ is its own partner. This is a statement about levels: the vector $U\bar\psi$ need not equal the zero mode $\psi$. The balance of signs follows by counting the positive entries on both sides with `Multiset.countP`. The notation `#{i | 0 < hH.eigenvalues i}` is $N_+$, and the right side of the theorem is $N_-$. Invertibility does not appear among the hypotheses.

```lean
/-- A particle-hole symmetric Hamiltonian, with or without zero modes, has as many
positive as negative levels, counted with multiplicity. -/
theorem card_pos_eq_card_neg {H U : Matrix ι ι ℂ} (hH : H.IsHermitian)
    (hU : U ∈ Matrix.unitaryGroup ι ℂ) (h : IsParticleHole H U) :
    #{i | 0 < hH.eigenvalues i} = #{i | hH.eigenvalues i < 0} := by
  have c := congrArg (Multiset.countP (fun x : ℝ => 0 < x)) (spectrum_symm hH hU h)
  rw [Multiset.countP_map, Multiset.countP_map] at c
  calc #{i | 0 < hH.eigenvalues i} = #{i | 0 < -hH.eigenvalues i} := c
    _ = #{i | hH.eigenvalues i < 0} := by simp only [neg_pos]
```

**Q:** The determinant still needs its sign.

**A:** That part concerns only real numbers. For a family $f_i$ without zeros, `sign_prod_levels` shows that $(-1)^k\prod_if_i>0$, where $k$ is the number of negative entries. The proof writes $(-1)^k$ as a product of factors, $-1$ for a negative $f_i$ and $1$ otherwise. Each factor multiplied by its $f_i$ is $|f_i|$, which is positive.

```lean
omit [DecidableEq ι] in
/-- The product of nonzero real levels has the sign `(-1)^k`, where `k` is the number
of negative levels. -/
theorem sign_prod_levels (f : ι → ℝ) (hf : ∀ i, f i ≠ 0) :
    0 < (-1 : ℝ) ^ #{i | f i < 0} * ∏ i, f i := by
  have e : (-1 : ℝ) ^ #{i | f i < 0} = ∏ i, (if f i < 0 then (-1 : ℝ) else 1) := by
    simp [Finset.prod_ite]
  rw [e, ← Finset.prod_mul_distrib]
  apply Finset.prod_pos
  intro i _
  split_ifs with hi
  · linarith
  · rw [one_mul]
    exact lt_of_le_of_ne (not_lt.mp hi) (hf i).symm
```

**Q:** Now the main statement. It ends with `0 < (-1 : ℂ) ^ n * H.det`, an inequality between complex numbers. What is that supposed to mean?

**A:** With the order opened by `ComplexOrder`, $0<w$ means that $w$ has positive real part and zero imaginary part. The conclusion therefore includes the reality of the determinant.

The theorem `gapped_particleHole_balance` has four hypotheses: $H$ is Hermitian, $U$ is unitary, the two satisfy the particle-hole relation, and `H.det ≠ 0`. It yields one natural number $n$ for which all four conclusions hold: the dimension is $2n$, there are $n$ positive levels, there are $n$ negative levels, and $(-1)^n\det H$ is positive.

**Q:** The name says "gapped". Is there a lower bound on the gap?

**A:** No. It means only that zero is not an eigenvalue. A level at a tiny positive energy is allowed, and in floating-point work its sign may be unreliable.

**Q:** How are the earlier results combined?

**A:** The step `hd` writes $\det H$ as the product of the real levels, and `hne` uses it to exclude zero modes. Then `hsum` proves $N_++N_-=N$ by letting every index contribute exactly one to the two counts together. With `hbal`, which is $N_+=N_-$, the tactic `omega` does the arithmetic $N=2N_-$. The proof chooses $n=N_-$, and the sign lemma gives the last conclusion after a cast to complex numbers.

```lean
/-- An invertible particle-hole symmetric Hamiltonian has even dimension `2n`, exactly
`n` positive and `n` negative levels counted with multiplicity, and
`(-1)^n det H > 0`. -/
theorem gapped_particleHole_balance {H U : Matrix ι ι ℂ} (hH : H.IsHermitian)
    (hU : U ∈ Matrix.unitaryGroup ι ℂ) (h : IsParticleHole H U) (hdet : H.det ≠ 0) :
    ∃ n : ℕ, Fintype.card ι = 2 * n ∧ #{i | 0 < hH.eigenvalues i} = n ∧
      #{i | hH.eigenvalues i < 0} = n ∧ 0 < (-1 : ℂ) ^ n * H.det := by
  have hd : H.det = ((∏ i, hH.eigenvalues i : ℝ) : ℂ) :=
    hH.det_eq_prod_eigenvalues.trans (Complex.ofReal_prod _ _).symm
  -- invertibility excludes zero modes
  have hne : ∀ i, hH.eigenvalues i ≠ 0 := by
    intro i hi
    apply hdet
    rw [hd, Finset.prod_eq_zero (Finset.mem_univ i) hi, Complex.ofReal_zero]
  have hsum : #{i | 0 < hH.eigenvalues i} + #{i | hH.eigenvalues i < 0}
      = Fintype.card ι := by
    rw [Finset.card_filter, Finset.card_filter, ← Finset.sum_add_distrib,
      ← Finset.card_univ, Finset.card_eq_sum_ones]
    apply Finset.sum_congr rfl
    intro i _
    rcases lt_or_gt_of_ne (hne i) with hi | hi <;>
      simp [hi, not_lt_of_ge (le_of_lt hi)]
  have hbal := card_pos_eq_card_neg hH hU h
  refine ⟨#{i | hH.eigenvalues i < 0}, by omega, hbal, rfl, ?_⟩
  have s := sign_prod_levels hH.eigenvalues hne
  rw [hd]
  exact_mod_cast s
```

**Q:** A Nambu matrix has even size by construction. Does the evenness tell me anything?

**A:** Not for a matrix built by that doubling. The relation itself, however, permits odd size. In a Majorana basis one can have $H=iA$ with $A$ real and antisymmetric, and then $U=1$ works for any number of Majorana modes. With an odd number, the determinant must vanish, so there is at least one zero mode. A complete finite system of electrons has an even number of Majorana modes, so the odd case describes only a part of such a system, for example the modes kept near one end of a wire. The code states the determinant part and proves it by contradiction: a nonzero determinant would make the dimension even.

```lean
/-- In odd dimension every particle-hole symmetric Hamiltonian has zero determinant. -/
theorem det_eq_zero_of_odd {H U : Matrix ι ι ℂ} (hH : H.IsHermitian)
    (hU : U ∈ Matrix.unitaryGroup ι ℂ) (h : IsParticleHole H U)
    (hodd : Odd (Fintype.card ι)) : H.det = 0 := by
  by_contra hdet
  obtain ⟨n, hn, -⟩ := gapped_particleHole_balance hH hU h hdet
  obtain ⟨k, hk⟩ := hodd
  omega
```

**Q:** One last doubt. Is there a superconducting example that meets every hypothesis, or could the theorem be about nothing?

**A:** There is a two-level one: a single orbital with spin-singlet pairing and no magnetic field. Its full Nambu matrix is $4\times4$ and splits into two blocks. We keep the block that couples a spin-up electron to a spin-down hole, so the matrix below is not itself of the full form shown earlier, and its $U$ is a different one. With a real normal-state energy $\xi$ and a complex pairing amplitude $\Delta$, the block and its $U$ are
$$H=\begin{pmatrix}\xi&\Delta\\\bar\Delta&-\xi\end{pmatrix},\qquad U=\begin{pmatrix}0&1\\-1&0\end{pmatrix}.$$

```lean
/-- The two-level pairing Hamiltonian with normal-state energy `ξ` and complex
pairing amplitude `Δ`. -/
def pairingH (ξ : ℝ) (Δ : ℂ) : Matrix (Fin 2) (Fin 2) ℂ :=
  !![(ξ : ℂ), Δ; star Δ, -(ξ : ℂ)]
```

Multiplying out gives
$$HU=\begin{pmatrix}-\Delta&\xi\\\xi&\bar\Delta\end{pmatrix}=-U\bar H ,$$
and $\det H=-(\xi^2+|\Delta|^2)$, which is nonzero for $\Delta\neq0$. The levels are $\pm\sqrt{\xi^2+|\Delta|^2}$, so $n=1$ and $-\det H>0$, as the theorem requires.

**Q:** Does the code check all of that?

**A:** It checks the four hypotheses for every real $\xi$ and every $\Delta\neq0$; the square-root formula is my own addition. Hermiticity, unitarity and the symmetry relation are verified entry by entry. For the determinant, the proof assumes that it vanishes, takes the real part, and contradicts $|\Delta|^2>0$ together with $\xi^2\ge0$.

```lean
/-- For `Δ ≠ 0` the two-level pairing Hamiltonian is Hermitian, invertible and
particle-hole symmetric with the unitary `[[0, 1], [-1, 0]]`. -/
theorem gapped_particleHole_witness (ξ : ℝ) (Δ : ℂ) (hΔ : Δ ≠ 0) :
    (pairingH ξ Δ).IsHermitian ∧
      (!![0, 1; -1, 0] : Matrix (Fin 2) (Fin 2) ℂ) ∈ Matrix.unitaryGroup (Fin 2) ℂ ∧
      IsParticleHole (pairingH ξ Δ) !![0, 1; -1, 0] ∧ (pairingH ξ Δ).det ≠ 0 := by
  refine ⟨?_, ?_, ?_, ?_⟩
  · ext i j
    fin_cases i <;> fin_cases j <;> simp [pairingH]
  · rw [Matrix.mem_unitaryGroup_iff]
    ext i j
    fin_cases i <;> fin_cases j <;>
      simp [Matrix.mul_apply, Fin.sum_univ_succ, Matrix.star_apply]
  · -- write out the conjugated Hamiltonian, then compare the two products
    have hm : (pairingH ξ Δ).map star = !![(ξ : ℂ), star Δ; Δ, -(ξ : ℂ)] := by
      ext i j
      fin_cases i <;> fin_cases j <;> simp [pairingH]
    unfold IsParticleHole
    rw [hm, pairingH, Matrix.mul_fin_two, Matrix.mul_fin_two]
    ext i j
    fin_cases i <;> fin_cases j <;> simp
  · -- the determinant is -(ξ² + |Δ|²)
    intro h0
    have hpos := Complex.normSq_pos.mpr hΔ
    rw [Complex.normSq_apply] at hpos
    have hre := congrArg Complex.re h0
    simp [pairingH, Matrix.det_fin_two] at hre
    nlinarith [mul_self_nonneg ξ]

end

end BdGSpectralBalance
```

```lean
#print axioms BdGSpectralBalance.gapped_particleHole_balance
-- 'BdGSpectralBalance.gapped_particleHole_balance' depends on axioms: [propext, Classical.choice, Quot.sound]
#print axioms BdGSpectralBalance.det_eq_zero_of_odd
-- 'BdGSpectralBalance.det_eq_zero_of_odd' depends on axioms: [propext, Classical.choice, Quot.sound]
```
